# A rank-4 tensor symmetric in its first index pair is isotropic exactly when it has the Lamé form

If a code lets the stiffness components \(C_{1111}\), \(C_{1122}\) and \(C_{1212}\) be set independently for a solid that is meant to be isotropic, the computed stress can depend on how the sample is turned relative to the coordinate axes. A test loaded only along the axes need not show the error. Isotropy leaves two constants, and these three components must satisfy \(C_{1111}=C_{1122}+2C_{1212}\).

## Two constants for the whole tensor

Let \(C_{ijkl}\) be a real tensor on \(\mathbb R^n\) with \(C_{ijkl}=C_{jikl}\), and let \(\delta_{ij}\) be the Kronecker delta. Then \(C\) is unchanged by every orthogonal matrix if and only if there are real \(\lambda,\mu\) with

\[
C_{ijkl}=\lambda\,\delta_{ij}\delta_{kl}+\mu(\delta_{ik}\delta_{jl}+\delta_{il}\delta_{jk}).
\]

The symmetry in \(k,l\) follows and need not be assumed. The constants are unique exactly when \(n\ge2\).

## Stress updates and checks on elastic constants

A linear-elastic, small-strain code relies on this form when it stores only the Lamé constants \(\lambda\) and \(\mu\) for an isotropic material, where \(\mu\) is the shear modulus, and computes the stress \(\sigma_{ij}=\sum_{k,l}C_{ijkl}\varepsilon_{kl}\) from a symmetric strain \(\varepsilon\) as

\[
\sigma_{ij}=\lambda\,\mathrm{tr}(\varepsilon)\,\delta_{ij}+2\mu\,\varepsilon_{ij}.
\]

The relation between the three components above also serves as a check on a stiffness tensor that is supposed to be isotropic. It is necessary but not sufficient: a transversely isotropic solid with its symmetry axis along direction 3 satisfies it too.

## From mirrors and one oblique reflection to the Lamé form

Repeated indices are summed in products with \(Q\), but not in components of \(C\) such as \(C_{aabb}\). An orthogonal \(Q\) turns \(C_{ijkl}\) into \(Q_{ip}Q_{jq}Q_{kr}Q_{ls}C_{pqrs}\).

**Signed permutations.** Take \(Q_{ip}=s_i\delta_{\sigma(i)p}\) with signs \(s_i=\pm1\) and a permutation \(\sigma\) of the axes, not to be confused with the stress \(\sigma_{ij}\). Invariance gives

\[
s_is_js_ks_l\,C_{\sigma(i)\sigma(j)\sigma(k)\sigma(l)}=C_{ijkl}.
\]

Reversing a single axis shows that a component vanishes if that axis occurs an odd number of times. With all signs positive, \(\alpha=C_{aabb}\), \(\beta=C_{abab}\) and \(\gamma=C_{abba}\) are the same for every pair \(a\neq b\).

**The longitudinal component.** Let \(u=e_a-2e_b\), where \(e_a,e_b\) are unit vectors along the axes, so that \(u\cdot u=5\). The reflection \(Q=1-\tfrac25uu^{T}\) has entries \(\tfrac35\) and \(\tfrac45\) in row \(a\), at columns \(a\) and \(b\), and zeros elsewhere. The odd components drop out, and exchanging \(a\) and \(b\) pairs the even ones:

\[
C_{aaaa}=\frac{81+256}{625}C_{aaaa}+\frac{2\cdot144}{625}(\alpha+\beta+\gamma).
\]

Since \(625-337=288\), this gives \(C_{aaaa}=\alpha+\beta+\gamma\).

**All components.** For \(n\ge2\), every component now agrees with

\[
C_{ijkl}=\alpha\,\delta_{ij}\delta_{kl}+\beta\,\delta_{ik}\delta_{jl}+\gamma\,\delta_{il}\delta_{jk}.
\]

For \(n=1\), take \(\alpha=C_{1111}\) and \(\beta=\gamma=0\); for \(n=0\) there are no components. Conversely, \(Q_{ip}Q_{jp}=\delta_{ij}\) sends each product of deltas to itself, so every such combination is invariant.

**Index symmetry.** Averaging \(C_{ijkl}\) and \(C_{jikl}\) leaves the \(\alpha\) term alone and gives the other two the common coefficient \((\beta+\gamma)/2\). Hence \(\lambda=\alpha\) and \(\mu=(\beta+\gamma)/2\). The Lamé form is itself the case \(\beta=\gamma=\mu\), which gives the converse.

**Uniqueness and stress.** For \(a\neq b\), \(\lambda=C_{aabb}\) and \(\mu=C_{abab}\). With one axis only \(\lambda+2\mu\) is visible, so \((2,0)\) and \((0,1)\) give the same tensor; with none, every pair does. Contracting the Lamé form with \(\varepsilon_{kl}\) gives \(\lambda\,\mathrm{tr}(\varepsilon)\delta_{ij}+\mu(\varepsilon_{ij}+\varepsilon_{ji})\), which is the stress law for symmetric strain.

## The Lean file

```lean
import Mathlib

open Matrix

namespace IsotropicElasticity

noncomputable section

variable {ι : Type*} [Fintype ι] [DecidableEq ι]

/-- The Kronecker delta. -/
def delta (i j : ι) : ℝ := if i = j then 1 else 0

/-- The rank-4 tensor `C` after the change of axes `Q`: each index is contracted with `Q`. -/
def rotate (Q : Matrix ι ι ℝ) (C : ι → ι → ι → ι → ℝ) : ι → ι → ι → ι → ℝ :=
  fun i j k l => ∑ p, Q i p * ∑ q, Q j q * ∑ r, Q k r * ∑ s, Q l s * C p q r s

/-- A tensor is isotropic if every orthogonal matrix leaves it unchanged. -/
def Isotropic (C : ι → ι → ι → ι → ℝ) : Prop :=
  ∀ Q : Matrix ι ι ℝ, Q * Qᵀ = 1 → rotate Q C = C

/-- The combination of the three pairings of four indices by Kronecker deltas. -/
def pairingTensor (α β γ : ℝ) (i j k l : ι) : ℝ :=
  α * (delta i j * delta k l) + β * (delta i k * delta j l) + γ * (delta i l * delta j k)

/-- The stiffness tensor with Lamé constants `lam` and `mu`. -/
def lameTensor (lam mu : ℝ) (i j k l : ι) : ℝ :=
  lam * (delta i j * delta k l) + mu * (delta i k * delta j l + delta i l * delta j k)

/-- The sign that coordinate `i` acquires in the mirror normal to axis `a`. -/
def mirrorSign (a i : ι) : ℝ := if i = a then -1 else 1

/-- Contraction with a Kronecker delta replaces the index. -/
theorem sum_delta (f : ι → ℝ) (r : ι) : ∑ s, f s * delta r s = f r := by
  simp [delta]

omit [DecidableEq ι] in
/-- Contraction is linear in a combination of three vectors. -/
theorem sum_lin (f x y z : ι → ℝ) (A B D : ℝ) :
    ∑ s, f s * (A * x s + B * y s + D * z s) =
      A * ∑ s, f s * x s + B * ∑ s, f s * y s + D * ∑ s, f s * z s := by
  simp only [Finset.mul_sum, ← Finset.sum_add_distrib]
  exact Finset.sum_congr rfl fun s _ => by ring

/-- Components of an isotropic tensor are related by any permutation of the axes combined
with reversals of axes. -/
theorem signed_perm {C : ι → ι → ι → ι → ℝ} (hC : Isotropic C) (σ : Equiv.Perm ι)
    (s : ι → ℝ) (hs : ∀ i, s i * s i = 1) (i j k l : ι) :
    s i * (s j * (s k * (s l * C (σ i) (σ j) (σ k) (σ l)))) = C i j k l := by
  have row : ∀ (i : ι) (F : ι → ℝ), ∑ p, (s i * delta (σ i) p) * F p = s i * F (σ i) := by
    intro i F
    simp [delta]
  have h := hC (Matrix.of fun i p => s i * delta (σ i) p) (by
    ext i j
    rw [Matrix.mul_apply, Matrix.one_apply]
    simp only [Matrix.transpose_apply, Matrix.of_apply, row]
    by_cases hij : i = j
    · rw [← hij]
      simp [delta, hs]
    · simp [delta, hij, Ne.symm hij])
  have h' := congrFun (congrFun (congrFun (congrFun h i) j) k) l
  simp only [rotate, Matrix.of_apply, row] at h'
  exact h'

/-- A component of an isotropic tensor vanishes if some mirror reverses its sign. -/
theorem mirror_odd {C : ι → ι → ι → ι → ℝ} (hC : Isotropic C) (a i j k l : ι)
    (h : mirrorSign a i * mirrorSign a j * mirrorSign a k * mirrorSign a l = -1) :
    C i j k l = 0 := by
  have e := signed_perm hC (Equiv.refl ι) (mirrorSign a)
    (by intro i; unfold mirrorSign; split_ifs <;> norm_num) i j k l
  simp only [Equiv.refl_apply] at e
  have e' : mirrorSign a i * mirrorSign a j * mirrorSign a k * mirrorSign a l * C i j k l
      = C i j k l := by linear_combination e
  rw [h] at e'
  linarith

/-- For two different axes, isotropy ties the longitudinal component to the three mixed ones. -/
theorem longitudinal_relation {C : ι → ι → ι → ι → ℝ} (hC : Isotropic C) {a b : ι}
    (hab : a ≠ b) : C a a a a = C a a b b + C a b a b + C a b b a := by
  -- the reflection along u = e_a - 2 e_b sends e_a to (3 e_a + 4 e_b) / 5
  obtain ⟨u, hu⟩ : ∃ u : ι → ℝ, ∀ p, u p = delta a p - 2 * delta b p := ⟨_, fun _ => rfl⟩
  have hua : u a = 1 := by simp [hu, delta, hab.symm]
  have hub : u b = -2 := by simp [hu, delta, hab]
  have huu : ∑ p, u p * u p = 5 := by
    calc ∑ p, u p * u p = ∑ p, u p * (1 * delta a p + (-2) * delta b p + 0 * delta b p) :=
          Finset.sum_congr rfl fun p _ => by rw [hu p]; ring
      _ = 5 := by
          rw [sum_lin u (delta a) (delta b) (delta b)]
          simp only [sum_delta, hua, hub]
          norm_num
  obtain ⟨Q, hQ⟩ : ∃ Q : Matrix ι ι ℝ, ∀ i p, Q i p = delta i p - 2 / 5 * u i * u p :=
    ⟨Matrix.of fun i p => delta i p - 2 / 5 * u i * u p, fun _ _ => rfl⟩
  have hQu : ∀ i, ∑ p, Q i p * u p = -u i := by
    intro i
    calc ∑ p, Q i p * u p
        = ∑ p, u p * (1 * delta i p + (-(2 / 5) * u i) * u p + 0 * u p) :=
          Finset.sum_congr rfl fun p _ => by rw [hQ]; ring
      _ = -u i := by
          rw [sum_lin u (delta i) u u, sum_delta, huu]
          ring
  have orth : Q * Qᵀ = 1 := by
    ext i j
    rw [Matrix.mul_apply, Matrix.one_apply]
    change ∑ p, Q i p * Q j p = delta i j
    calc ∑ p, Q i p * Q j p
        = ∑ p, Q i p * (1 * delta j p + (-(2 / 5) * u j) * u p + 0 * u p) :=
          Finset.sum_congr rfl fun p _ => by rw [hQ j p]; ring
      _ = delta i j := by
          rw [sum_lin (Q i) (delta j) u u, sum_delta, hQu, hQ]
          ring
  have row : ∀ F : ι → ℝ, ∑ p, Q a p * F p = 3 / 5 * F a + 4 / 5 * F b := by
    intro F
    calc ∑ p, Q a p * F p
        = ∑ p, F p * (3 / 5 * delta a p + 4 / 5 * delta b p + 0 * delta b p) :=
          Finset.sum_congr rfl fun p _ => by rw [hQ, hua, hu]; ring
      _ = 3 / 5 * F a + 4 / 5 * F b := by
          rw [sum_lin F (delta a) (delta b) (delta b)]
          simp only [sum_delta]
          ring
  have h := congrFun (congrFun (congrFun (congrFun (hC Q orth) a) a) a) a
  simp only [rotate, row] at h
  -- odd components vanish, and exchanging the two axes pairs the even ones
  have o1 := mirror_odd hC b a a a b (by norm_num [mirrorSign, hab])
  have o2 := mirror_odd hC b a a b a (by norm_num [mirrorSign, hab])
  have o3 := mirror_odd hC b a b a a (by norm_num [mirrorSign, hab])
  have o4 := mirror_odd hC b b a a a (by norm_num [mirrorSign, hab])
  have o5 := mirror_odd hC b a b b b (by norm_num [mirrorSign, hab])
  have o6 := mirror_odd hC b b a b b (by norm_num [mirrorSign, hab])
  have o7 := mirror_odd hC b b b a b (by norm_num [mirrorSign, hab])
  have o8 := mirror_odd hC b b b b a (by norm_num [mirrorSign, hab])
  have sw := signed_perm hC (Equiv.swap a b) (fun _ => 1) (fun _ => by norm_num)
  have s1 := sw a a a a
  have s2 := sw a a b b
  have s3 := sw a b a b
  have s4 := sw a b b a
  simp only [Equiv.swap_apply_left, Equiv.swap_apply_right, one_mul] at s1 s2 s3 s4
  linarith

/-- A rank-4 tensor is isotropic exactly when it is a combination of the three pairings of
its indices by Kronecker deltas. -/
theorem isotropic_iff_pairing (C : ι → ι → ι → ι → ℝ) :
    Isotropic C ↔ ∃ α β γ : ℝ, C = pairingTensor α β γ := by
  constructor
  · intro hC
    rcases subsingleton_or_nontrivial ι with hι | hι
    · refine ⟨∑ i, C i i i i, 0, 0, ?_⟩
      funext i j k l
      rw [Subsingleton.elim j i, Subsingleton.elim k i, Subsingleton.elim l i,
        Fintype.sum_subsingleton _ i]
      simp [pairingTensor, delta]
    obtain ⟨a, b, hab⟩ := exists_pair_ne ι
    -- any two axes can be moved to any other two
    have h : ∀ i j, i ≠ j → C i i j j = C a a b b ∧ C i j i j = C a b a b ∧
        C i j j i = C a b b a := by
      intro i j hij
      have hne : i ≠ Equiv.swap a i b := by
        intro e
        apply hab
        apply (Equiv.swap a i).injective
        rw [Equiv.swap_apply_left]
        exact e
      obtain ⟨σ, rfl, rfl⟩ : ∃ σ : Equiv.Perm ι, σ a = i ∧ σ b = j := by
        refine ⟨(Equiv.swap a i).trans (Equiv.swap (Equiv.swap a i b) j), ?_, ?_⟩
        · rw [Equiv.trans_apply, Equiv.swap_apply_left]
          exact Equiv.swap_apply_of_ne_of_ne hne hij
        · rw [Equiv.trans_apply, Equiv.swap_apply_left]
      have key := signed_perm hC σ (fun _ => 1) (fun _ => by norm_num)
      simp only [one_mul] at key
      exact ⟨key a a b b, key a b a b, key a b b a⟩
    have hd : ∀ i, C i i i i = C a a b b + C a b a b + C a b b a := by
      intro i
      obtain ⟨j, hj⟩ := exists_ne i
      obtain ⟨e1, e2, e3⟩ := h i j hj.symm
      linarith [longitudinal_relation hC hj.symm]
    refine ⟨C a a b b, C a b a b, C a b b a, ?_⟩
    funext i j k l
    by_cases h1 : i = j
    · by_cases h2 : k = l
      · by_cases h3 : i = k
        · rw [← h1, ← h2, ← h3, hd i]
          simp [pairingTensor, delta]
        · rw [← h1, ← h2, (h i k h3).1]
          simp [pairingTensor, delta, h3]
      · by_cases h3 : i = k
        · have h4 : i ≠ l := fun e => h2 (h3.symm.trans e)
          rw [← h1, ← h3, mirror_odd hC l i i i l (by simp [mirrorSign, h4])]
          simp [pairingTensor, delta, h4]
        · rw [← h1, mirror_odd hC k i i k l (by simp [mirrorSign, h3, Ne.symm h2])]
          simp [pairingTensor, delta, h3, h2]
    · by_cases h2 : i = k
      · by_cases h3 : j = l
        · rw [← h2, ← h3, (h i j h1).2.1]
          simp [pairingTensor, delta, h1]
        · rw [← h2, mirror_odd hC j i j i l (by simp [mirrorSign, h1, Ne.symm h3])]
          simp [pairingTensor, delta, h1, Ne.symm h1, h3]
      · by_cases h3 : i = l
        · by_cases h4 : j = k
          · rw [← h3, ← h4, (h i j h1).2.2]
            simp [pairingTensor, delta, h1]
          · rw [← h3, mirror_odd hC j i j k i (by simp [mirrorSign, h1, Ne.symm h4])]
            simp [pairingTensor, delta, h1, h2, h4]
        · rw [mirror_odd hC i i j k l
            (by simp [mirrorSign, Ne.symm h1, Ne.symm h2, Ne.symm h3])]
          simp [pairingTensor, delta, h1, h2, h3]
  · rintro ⟨α, β, γ, rfl⟩ Q hQ
    have orth : ∀ i j, ∑ p, Q i p * Q j p = delta i j := by
      intro i j
      have e := congrFun (congrFun hQ i) j
      rw [Matrix.mul_apply, Matrix.one_apply] at e
      exact e
    funext i j k l
    -- contract the four indices one after the other
    have h1 : ∀ p q r, ∑ s, Q l s * pairingTensor α β γ p q r s =
        α * delta p q * Q l r + β * delta p r * Q l q + γ * delta q r * Q l p := by
      intro p q r
      have e := sum_lin (Q l) (delta r) (delta q) (delta p)
        (α * delta p q) (β * delta p r) (γ * delta q r)
      simp only [sum_delta] at e
      rw [← e]
      exact Finset.sum_congr rfl fun s _ => by unfold pairingTensor; ring
    have h2 : ∀ p q, ∑ r, Q k r *
        (α * delta p q * Q l r + β * delta p r * Q l q + γ * delta q r * Q l p) =
        α * delta p q * delta k l + β * Q l q * Q k p + γ * Q l p * Q k q := by
      intro p q
      have e := sum_lin (Q k) (Q l) (delta p) (delta q)
        (α * delta p q) (β * Q l q) (γ * Q l p)
      simp only [sum_delta, orth] at e
      rw [← e]
      exact Finset.sum_congr rfl fun r _ => by ring
    have h3 : ∀ p, ∑ q, Q j q *
        (α * delta p q * delta k l + β * Q l q * Q k p + γ * Q l p * Q k q) =
        α * delta k l * Q j p + β * delta j l * Q k p + γ * delta j k * Q l p := by
      intro p
      have e := sum_lin (Q j) (delta p) (Q l) (Q k)
        (α * delta k l) (β * Q k p) (γ * Q l p)
      simp only [sum_delta, orth] at e
      trans α * delta k l * Q j p + β * Q k p * delta j l + γ * Q l p * delta j k
      · rw [← e]
        exact Finset.sum_congr rfl fun q _ => by ring
      · ring
    simp only [rotate, h1, h2, h3]
    rw [sum_lin (Q i) (Q j) (Q k) (Q l), orth, orth, orth]
    unfold pairingTensor
    ring

/-- A rank-4 tensor symmetric in its first index pair is invariant under all orthogonal
matrices exactly when it has the Lamé form with two constants. -/
theorem isotropic_iff_lame (C : ι → ι → ι → ι → ℝ)
    (hsymm : ∀ i j k l, C i j k l = C j i k l) :
    Isotropic C ↔ ∃ lam mu : ℝ, C = lameTensor lam mu := by
  rw [isotropic_iff_pairing]
  constructor
  · rintro ⟨α, β, γ, hC⟩
    have e : ∀ i j k l, C i j k l = α * (delta i j * delta k l) +
        β * (delta i k * delta j l) + γ * (delta i l * delta j k) := by
      intro i j k l
      rw [hC]
      rfl
    refine ⟨α, (β + γ) / 2, ?_⟩
    funext i j k l
    have hd : delta j i = delta i j := by simp [delta, eq_comm]
    have e2 := e j i k l
    rw [hd] at e2
    unfold lameTensor
    -- average over the exchange of the first two indices
    linear_combination (e i j k l) / 2 + e2 / 2 + (hsymm i j k l) / 2
  · rintro ⟨lam, mu, rfl⟩
    refine ⟨lam, mu, mu, ?_⟩
    funext i j k l
    unfold lameTensor pairingTensor
    ring

omit [Fintype ι] in
/-- The tensor determines both Lamé constants exactly when space has at least two axes. -/
theorem lame_unique_iff :
    (∀ lam mu lam' mu' : ℝ, (lameTensor lam mu : ι → ι → ι → ι → ℝ) = lameTensor lam' mu' →
      lam = lam' ∧ mu = mu') ↔ Nontrivial ι := by
  constructor
  · intro h
    rw [← not_subsingleton_iff_nontrivial]
    intro hs
    have e := h 2 0 0 1 (by
      funext i j k l
      rw [Subsingleton.elim j i, Subsingleton.elim k i, Subsingleton.elim l i]
      norm_num [lameTensor, delta])
    norm_num at e
  · intro hι lam mu lam' mu' h
    obtain ⟨a, b, hab⟩ := exists_pair_ne ι
    have e := fun i j k l => congrFun (congrFun (congrFun (congrFun h i) j) k) l
    exact ⟨by simpa [lameTensor, delta, hab, hab.symm] using e a a b b,
      by simpa [lameTensor, delta, hab, hab.symm] using e a b a b⟩

/-- Isotropic Hooke law: for a symmetric strain `ε`, the stress is `lam` times the trace of
the strain on the diagonal plus `2 mu` times the strain. -/
theorem hooke_law (lam mu : ℝ) (ε : Matrix ι ι ℝ) (hε : ∀ i j, ε i j = ε j i) (i j : ι) :
    ∑ k, ∑ l, lameTensor lam mu i j k l * ε k l =
      lam * ε.trace * delta i j + 2 * mu * ε i j := by
  have inner_sum : ∀ k, ∑ l, lameTensor lam mu i j k l * ε k l =
      1 * (lam * delta i j * ε k k) + mu * (ε k j * delta i k) + mu * (ε k i * delta j k) := by
    intro k
    have e := sum_lin (ε k) (delta k) (delta j) (delta i)
      (lam * delta i j) (mu * delta i k) (mu * delta j k)
    simp only [sum_delta] at e
    trans lam * delta i j * ε k k + mu * delta i k * ε k j + mu * delta j k * ε k i
    · rw [← e]
      exact Finset.sum_congr rfl fun l _ => by unfold lameTensor; ring
    · ring
  simp only [inner_sum, Finset.sum_add_distrib, ← Finset.mul_sum]
  rw [sum_delta (fun k => ε k j) i, sum_delta (fun k => ε k i) j, hε j i]
  simp only [Matrix.trace, Matrix.diag_apply]
  ring

end

end IsotropicElasticity
```

```lean
#print axioms IsotropicElasticity.isotropic_iff_lame
#print axioms IsotropicElasticity.lame_unique_iff
#print axioms IsotropicElasticity.hooke_law
```

```
'IsotropicElasticity.isotropic_iff_lame' depends on axioms: [propext, Classical.choice, Quot.sound]
'IsotropicElasticity.lame_unique_iff' depends on axioms: [propext, Classical.choice, Quot.sound]
'IsotropicElasticity.hooke_law' depends on axioms: [propext, Classical.choice, Quot.sound]
```

## Orthogonal invariance, index symmetry and their limits

The finite type `ι` is the set of Cartesian axes, and a tensor is a function of four axes. `rotate` contracts each index with `Q`, and `Isotropic C` demands invariance for every real square matrix with `Q * Qᵀ = 1`. In `isotropic_iff_lame`, the hypothesis `hsymm` is the first minor symmetry; for a stiffness tensor it expresses the symmetry of the stress. `isotropic_iff_pairing` needs no index symmetry and has three constants. In `lame_unique_iff`, `Nontrivial ι` means at least two axes. `hooke_law` takes the symmetry of the strain as the hypothesis `hε`.

The proof follows the derivation. `signed_perm` inserts the signed permutation matrix, and `mirror_odd` specialises it to one reversed axis. `longitudinal_relation` builds the oblique reflection, checks its orthogonality, and lets `linarith` combine the eight vanishing components with the four exchange relations. `isotropic_iff_pairing` moves one pair of axes to any other by two transpositions, then splits into cases by which indices coincide. Its converse contracts one index at a time, using `sum_delta` and `sum_lin`. In `isotropic_iff_lame`, `linear_combination` performs the average over the first two indices.

Invariance includes reflections; the theorem does not treat invariance under proper rotations alone. Whether a material is isotropic remains an input, and nothing here restricts the signs of \(\lambda\) and \(\mu\), so a tensor of this form may still describe an unstable solid. The equalities are over the real numbers: a check on computed constants needs a tolerance for rounding and sampling error.
